# With independent draws, a stochastically rounded integer sum of n fixed increments is unbiased and has variance at most n/4

An integer register that rounds to nearest can lose a signal entirely: starting from 0 and adding 0.3 a thousand times, it still reads 0, although the exact sum is 300. If each addition is instead rounded up with probability equal to its fractional part, using independent uniform draws, then for increments fixed in advance the mean of the register is the exact sum and the variance after \(n\) additions is at most \(n/4\).

```lean
import Mathlib

open MeasureTheory ProbabilityTheory

namespace StochasticRounding

noncomputable section

/-- Stochastic rounding of `y` with the draw `u`: up if `u` lies below the fractional part of `y`,
otherwise down. -/
def sround (y u : ℝ) : ℤ := ⌊y⌋ + if u < Int.fract y then 1 else 0

/-- The integer register: start from `s₀`, and at step `k` add `x k` and round the sum
stochastically with the draw `u k`. -/
def accum (s₀ : ℤ) (x u : ℕ → ℝ) : ℕ → ℤ
  | 0 => s₀
  | k + 1 => sround (accum s₀ x u k + x k) (u k)

/-- Fresh randomness: the draws `U k` are uniform on `[0, 1)` and pairwise independent. -/
structure FreshDraws {Ω : Type*} [MeasurableSpace Ω] (μ : Measure Ω) (U : ℕ → Ω → ℝ) : Prop where
  measurable : ∀ k, Measurable (U k)
  uniform : ∀ k, μ.map (U k) = volume.restrict (Set.Ico 0 1)
  indep : Pairwise fun i j => IndepFun (U i) (U j) μ

instance : IsProbabilityMeasure (volume.restrict (Set.Ico (0 : ℝ) 1)) := ⟨by simp⟩

/-- The coordinates of an infinite product of unit intervals are fresh draws. -/
theorem freshDraws_witness :
    FreshDraws (Measure.infinitePi fun _ : ℕ => volume.restrict (Set.Ico (0 : ℝ) 1))
      (fun k ω => ω k) where
  measurable k := measurable_pi_apply k
  uniform k := (measurePreserving_eval_infinitePi
    (fun _ : ℕ => volume.restrict (Set.Ico (0 : ℝ) 1)) k).map_eq
  indep _ _ hij := (iIndepFun_infinitePi (P := fun _ : ℕ => volume.restrict (Set.Ico (0 : ℝ) 1))
    (X := fun _ => id) (fun _ => measurable_id)).indepFun hij

/-- The rounded value is one of the two integers `⌊y⌋` and `⌊y⌋ + 1`. -/
theorem sround_cases (y u : ℝ) : sround y u = ⌊y⌋ ∨ sround y u = ⌊y⌋ + 1 := by
  by_cases hu : u < Int.fract y <;> simp [sround, hu]

/-- The register equals its initial value plus the separately rounded increments. -/
theorem accum_eq (s₀ : ℤ) (x u : ℕ → ℝ) (n : ℕ) :
    accum s₀ x u n = s₀ + ∑ k ∈ Finset.range n, sround (x k) (u k) := by
  induction n with
  | zero => simp [accum]
  | succ n ih =>
    -- an integer shift leaves the fractional part unchanged
    have shift : ∀ m : ℤ, sround (m + x n) (u n) = m + sround (x n) (u n) := by
      intro m
      simp only [sround, Int.floor_intCast_add, Int.fract_intCast_add, add_assoc]
    rw [accum, shift, ih, Finset.sum_range_succ, add_assoc]

/-- The rounded value is a measurable function of the draw. -/
theorem measurable_sround (y : ℝ) : Measurable (sround y) := by
  unfold sround
  exact (Measurable.ite measurableSet_Iio measurable_const measurable_const).const_add _

variable {Ω : Type*} [MeasurableSpace Ω] {μ : Measure Ω} {U : ℕ → Ω → ℝ}

/-- With fresh draws, `y` is rounded up with probability equal to its fractional part. -/
theorem prob_round_up (h : FreshDraws μ U) (k : ℕ) (y : ℝ) :
    μ.real {ω | sround y (U k ω) = ⌊y⌋ + 1} = Int.fract y := by
  have e : {ω | sround y (U k ω) = ⌊y⌋ + 1} = U k ⁻¹' Set.Iio (Int.fract y) := by
    ext ω
    by_cases hu : U k ω < Int.fract y <;> simp [sround, hu]
  have e' : Set.Iio (Int.fract y) ∩ Set.Ico 0 1 = Set.Ico 0 (Int.fract y) := by
    ext u
    simp only [Set.mem_inter_iff, Set.mem_Iio, Set.mem_Ico]
    exact ⟨fun hu => ⟨hu.2.1, hu.1⟩, fun hu => ⟨hu.2, hu.1, hu.2.trans (Int.fract_lt_one y)⟩⟩
  rw [measureReal_def, e, ← Measure.map_apply (h.measurable k) measurableSet_Iio, h.uniform k,
    Measure.restrict_apply measurableSet_Iio, e', Real.volume_Ico, sub_zero,
    ENNReal.toReal_ofReal (Int.fract_nonneg y)]

variable [IsProbabilityMeasure μ]

/-- With fresh draws, the rounded value has a finite second moment. -/
theorem memLp_sround (h : FreshDraws μ U) (k : ℕ) (y : ℝ) :
    MemLp (fun ω => (sround y (U k ω) : ℝ)) 2 μ := by
  have hm : Measurable fun ω => (sround y (U k ω) : ℝ) :=
    (measurable_from_top (f := fun m : ℤ => (m : ℝ))).comp
      ((measurable_sround y).comp (h.measurable k))
  refine MemLp.of_bound hm.aestronglyMeasurable (|(⌊y⌋ : ℝ)| + 1) (ae_of_all _ fun ω => ?_)
  have h1 := neg_abs_le (⌊y⌋ : ℝ)
  have h2 := le_abs_self (⌊y⌋ : ℝ)
  rw [Real.norm_eq_abs, abs_le]
  rcases sround_cases y (U k ω) with hs | hs <;> rw [hs] <;> push_cast <;>
    constructor <;> linarith

/-- One stochastic rounding with a fresh draw is unbiased, and its variance is `f (1 - f)` with `f`
the fractional part of `y`. -/
theorem sround_mean_variance (h : FreshDraws μ U) (k : ℕ) (y : ℝ) :
    ∫ ω, (sround y (U k ω) : ℝ) ∂μ = y ∧
      variance (fun ω => (sround y (U k ω) : ℝ)) μ = Int.fract y * (1 - Int.fract y) := by
  -- the mean of any affine function of the rounding bit
  have aff : ∀ a b : ℝ, ∫ ω, (a + b * ((sround y (U k ω) : ℝ) - ⌊y⌋)) ∂μ =
      a + b * Int.fract y := by
    intro a b
    have hA : MeasurableSet {ω | sround y (U k ω) = ⌊y⌋ + 1} :=
      ((measurable_sround y).comp (h.measurable k)) (measurableSet_singleton (⌊y⌋ + 1))
    have e : (fun ω => a + b * ((sround y (U k ω) : ℝ) - ⌊y⌋)) = fun ω =>
        a + b * Set.indicator {ω | sround y (U k ω) = ⌊y⌋ + 1} (fun _ => (1 : ℝ)) ω := by
      funext ω
      rcases sround_cases y (U k ω) with hs | hs <;> simp [hs]
    rw [e, integral_add (integrable_const a)
      (((integrable_const (1 : ℝ)).indicator hA).const_mul b),
      integral_const_mul, integral_indicator_const (1 : ℝ) hA, prob_round_up h k y]
    simp
  have hmean : ∫ ω, (sround y (U k ω) : ℝ) ∂μ = y := by
    have := aff ⌊y⌋ 1
    simpa only [one_mul, add_sub_cancel, Int.floor_add_fract] using this
  refine ⟨hmean, ?_⟩
  -- the squared error is affine in the rounding bit
  have e : ∀ ω, ((sround y (U k ω) : ℝ) - y) ^ 2 = Int.fract y ^ 2 +
      (1 - 2 * Int.fract y) * ((sround y (U k ω) : ℝ) - ⌊y⌋) := by
    intro ω
    have hy := Int.floor_add_fract y
    rcases sround_cases y (U k ω) with hs | hs <;> rw [hs] <;> push_cast
    · linear_combination ((⌊y⌋ : ℝ) - y - Int.fract y) * hy
    · linear_combination ((⌊y⌋ : ℝ) - y - Int.fract y + 2) * hy
  rw [variance_eq_integral (memLp_sround h k y).aestronglyMeasurable.aemeasurable, hmean]
  simp only [e]
  rw [aff]
  ring

/-- With fresh draws and fixed real increments, the register after `n` steps has the exact sum as
its mean. Its variance is the sum of `f (1 - f)` over the fractional parts `f` of the increments,
and is at most `n / 4`. -/
theorem accum_mean_variance (h : FreshDraws μ U) (s₀ : ℤ) (x : ℕ → ℝ) (n : ℕ) :
    ∫ ω, (accum s₀ x (fun k => U k ω) n : ℝ) ∂μ = s₀ + ∑ k ∈ Finset.range n, x k ∧
      variance (fun ω => (accum s₀ x (fun k => U k ω) n : ℝ)) μ =
        ∑ k ∈ Finset.range n, Int.fract (x k) * (1 - Int.fract (x k)) ∧
      variance (fun ω => (accum s₀ x (fun k => U k ω) n : ℝ)) μ ≤ n / 4 := by
  have e : (fun ω => (accum s₀ x (fun k => U k ω) n : ℝ)) = fun ω =>
      (∑ k ∈ Finset.range n, fun ω => (sround (x k) (U k ω) : ℝ)) ω + (s₀ : ℝ) := by
    funext ω
    rw [accum_eq, Finset.sum_apply]
    push_cast
    ring
  have hS : MemLp (∑ k ∈ Finset.range n, fun ω => (sround (x k) (U k ω) : ℝ)) 2 μ :=
    MeasureTheory.memLp_finsetSum' _ fun k _ => memLp_sround h k (x k)
  have hc : ∀ y : ℝ, Measurable fun u => (sround y u : ℝ) := fun y =>
    (measurable_from_top (f := fun m : ℤ => (m : ℝ))).comp (measurable_sround y)
  -- independence makes the variances add
  have hvar : variance (fun ω => (accum s₀ x (fun k => U k ω) n : ℝ)) μ =
      ∑ k ∈ Finset.range n, Int.fract (x k) * (1 - Int.fract (x k)) := by
    rw [e, variance_add_const hS.aestronglyMeasurable,
      IndepFun.variance_sum (fun k _ => memLp_sround h k (x k))
        (fun i _ j _ hij => (h.indep hij).comp (hc (x i)) (hc (x j)))]
    exact Finset.sum_congr rfl fun k _ => (sround_mean_variance h k (x k)).2
  refine ⟨?_, hvar, ?_⟩
  · rw [e, integral_add (hS.integrable one_le_two) (integrable_const _)]
    simp only [Finset.sum_apply]
    rw [MeasureTheory.integral_finsetSum _ fun k _ => (memLp_sround h k (x k)).integrable one_le_two,
      Finset.sum_congr rfl fun k _ => (sround_mean_variance h k (x k)).1]
    simp [add_comm]
  · rw [hvar]
    calc _ ≤ ∑ _k ∈ Finset.range n, (1 / 4 : ℝ) :=
          Finset.sum_le_sum fun k _ => by nlinarith [sq_nonneg (Int.fract (x k) - 1 / 2)]
      _ = n / 4 := by
          rw [Finset.sum_const, Finset.card_range, nsmul_eq_mul]
          ring

/-- With fresh draws, the variance equals `n / 4` exactly when each of the first `n` increments
has fractional part one half. -/
theorem variance_eq_iff (h : FreshDraws μ U) (s₀ : ℤ) (x : ℕ → ℝ) (n : ℕ) :
    variance (fun ω => (accum s₀ x (fun k => U k ω) n : ℝ)) μ = n / 4 ↔
      ∀ k < n, Int.fract (x k) = 1 / 2 := by
  -- complete the square in every term
  have e : ∑ k ∈ Finset.range n, Int.fract (x k) * (1 - Int.fract (x k)) =
      n / 4 - ∑ k ∈ Finset.range n, (Int.fract (x k) - 1 / 2) ^ 2 := by
    rw [Finset.sum_congr rfl fun k _ => show Int.fract (x k) * (1 - Int.fract (x k)) =
      1 / 4 - (Int.fract (x k) - 1 / 2) ^ 2 by ring, Finset.sum_sub_distrib, Finset.sum_const,
      Finset.card_range, nsmul_eq_mul]
    ring
  rw [(accum_mean_variance h s₀ x n).2.1, e, sub_eq_self,
    Finset.sum_eq_zero_iff_of_nonneg fun k _ => sq_nonneg _]
  simp only [Finset.mem_range, sq_eq_zero_iff, sub_eq_zero]

end

end StochasticRounding
```

```lean
#print axioms StochasticRounding.accum_mean_variance
#print axioms StochasticRounding.variance_eq_iff
```

```
'StochasticRounding.accum_mean_variance' depends on axioms: [propext, Classical.choice, Quot.sound]
'StochasticRounding.variance_eq_iff' depends on axioms: [propext, Classical.choice, Quot.sound]
```

## The register and its random draws

Write \(\lfloor y\rfloor\) for the largest integer not above \(y\), and \(\{y\}=y-\lfloor y\rfloor\) for the fractional part, which lies in \([0,1)\). In Lean these are `⌊y⌋` and `Int.fract y`. The function `sround y u` takes a real number \(y\) and a draw \(u\), and returns \(\lfloor y\rfloor+1\) if \(u<\{y\}\) and \(\lfloor y\rfloor\) otherwise. "Up" means towards \(+\infty\), also for negative numbers: \(-0.3\) has fractional part 0.7, so it goes to 0 with probability 0.7 and to \(-1\) with probability 0.3.

The register \(s_k\) is `accum s₀ x u k`. It starts at the integer \(s_0\) and obeys
\[
s_{k+1}=\mathrm{sround}(s_k+x_k,\,u_k),
\]
so the rounding acts on the running sum, as it does in a real accumulator. After \(n\) steps the increments \(x_0,\dots,x_{n-1}\) have been used, which is the index set `Finset.range n`.

The randomness enters through `FreshDraws μ U`. Here `μ` is the probability measure, not a mean, and `U k` is the random variable that supplies the draw at step \(k\). The structure requires each draw to be measurable and uniform on \([0,1)\), and any two different draws to be independent. This pairwise condition is weaker than the full independence that "fresh" usually suggests, and fully independent draws satisfy it. The theorem `freshDraws_witness` shows that such draws exist, by taking the coordinates of an infinite product of unit intervals.

The main theorem, `accum_mean_variance`, makes three statements for every integer \(s_0\), every real sequence \(x\) and every \(n\), including \(n=0\). With \(f_k=\{x_k\}\), they are
\[
\mathbb E[s_n]=s_0+\sum_{k<n}x_k,\qquad
\operatorname{Var}(s_n)=\sum_{k<n}f_k(1-f_k),\qquad
\operatorname{Var}(s_n)\le \frac n4 .
\]
The theorem `variance_eq_iff` adds that the bound is attained exactly when \(f_k=1/2\) for every \(k<n\).

## What this means for a low-precision simulation

The integer unit stands for the spacing \(\delta\) of a fixed-point grid. In physical units the variance is at most \(n\delta^2/4\), so the standard deviation is at most \(\delta\sqrt n/2\). For simulation practice, this describes the rounding noise of a fixed-point accumulator that rounds stochastically and sums a prescribed series, such as a tabulated forcing, provided that the register never overflows. A floating-point register fits the description only while its spacing stays constant. The draws are ideal real numbers, whereas a hardware generator delivers finitely many bits.

The step from this model to a time integrator is the dependence of the increments on the state. There \(x_k\) is computed from the rounded value \(s_k\), so it is itself random, while the theorems take \(x\) to be a fixed sequence.

## Mean and variance from the rounding bits

**Integer shifts.** For an integer \(m\), \(\lfloor m+x\rfloor=m+\lfloor x\rfloor\) and \(\{m+x\}=\{x\}\). Hence \(\mathrm{sround}(m+x,u)=m+\mathrm{sround}(x,u)\). Since \(s_k\) is always an integer, it can be pulled out of the rounding at every step, and induction gives
\[
s_n=s_0+\sum_{k<n}\mathrm{sround}(x_k,u_k).
\]
Each term now depends on its own draw only, although the rounding was applied to a sum that carries the whole history.

**One rounding.** Let \(f=\{y\}\), and let \(B\) be the rounding bit, equal to 1 if the draw lies below \(f\) and 0 otherwise. The draw is uniform on \([0,1)\), so \(P(B=1)\) is the length of \([0,f)\), which is \(f\). The rounded value is \(R=\lfloor y\rfloor+B\), with mean
\[
\mathbb E[R]=\lfloor y\rfloor+f=y .
\]
Its error is \(R-y=B-f\). Because \(B^2=B\),
\[
(R-y)^2=f^2+(1-2f)B,
\]
and taking the mean gives
\[
\operatorname{Var}(R)=f^2+(1-2f)f=f(1-f).
\]

**The sum.** The means add by linearity. With \(B_k\) the rounding bit of \(x_k\), the variance is
\[
\operatorname{Var}(s_n)=\sum_{k<n}\mathbb E[(B_k-f_k)^2]+\sum_{i\ne j}\mathbb E[(B_i-f_i)(B_j-f_j)],
\]
where \(i\) and \(j\) also run below \(n\). For \(i\neq j\) the two factors are independent with mean zero, so the second sum vanishes. This uses independence of pairs only.

**The bound.** Completing the square, \(f(1-f)=\tfrac14-(f-\tfrac12)^2\), so
\[
\operatorname{Var}(s_n)=\frac n4-\sum_{k<n}\left(f_k-\tfrac12\right)^2 .
\]
The subtracted sum is never negative, and it is zero exactly when every \(f_k\) equals \(1/2\).

## Two additions worked out

Take \(s_0=0\), \(x_0=0.3\) and \(x_1=0.5\). After the first step the register is 0 with probability 0.7 and 1 with probability 0.3. The second step moves it up by one with probability 0.5. So \(s_2\) takes the values 0, 1 and 2 with probabilities 0.35, 0.50 and 0.15.

The mean is \(0.50+2\cdot0.15=0.8\), the exact sum. The mean square is \(0.50+4\cdot0.15=1.1\), so the variance is \(1.1-0.64=0.46\). The formula gives the same: \(0.3\cdot0.7+0.5\cdot0.5=0.46\), below the bound \(2/4\).

For the thousand additions of 0.3, the mean is 300 and the variance 210, a standard deviation of about 14.5.

## The same steps in Lean

The lemma `accum_eq` is the shift argument. Its inner statement `shift` pulls out the integer, and the induction on `n` collects the terms.

The lemma `prob_round_up` rewrites the event "rounded up" as the event that the draw lies below `Int.fract y`. It then replaces the law of the draw by length on \([0,1)\) and reads off the length of the remaining interval.

The lemma `memLp_sround` supplies the finite second moment that the variance rules need. By `sround_cases` the rounded value is one of two integers, so it is bounded, and `measurable_sround` provides measurability.

In `sround_mean_variance`, the auxiliary statement `aff` computes the mean of \(a+bB\) for any constants \(a\) and \(b\). It is used twice: with \(a=\lfloor y\rfloor\), \(b=1\) for the mean, and with \(a=f^2\), \(b=1-2f\) for the variance. The identity for the squared error is checked separately for the two possible values, by `linear_combination`.

In `accum_mean_variance`, the register is rewritten through `accum_eq`. The constant \(s_0\) drops out of the variance, and `IndepFun.variance_sum` removes the cross terms. It needs the rounded increments to be pairwise independent, which follows because each is a measurable function of its own draw. The bound on each term comes from `nlinarith`, given the square \((f_k-\tfrac12)^2\ge0\). Finally, `variance_eq_iff` inserts the completed square and uses that a sum of non-negative terms is zero only if every term is.

## Increments that depend on the register

A different model would let \(x_k\) be a random variable determined by the earlier draws, as in a time integrator. Pairwise independence would then be replaced by the requirement that each draw be independent of all earlier ones taken together. The bound \(n/4\) would also have to refer to another quantity. The accumulated rounding error \(s_n-s_0-\sum_{k<n}x_k\) would still have mean zero and variance at most \(n/4\), by a conditional version of the argument above that the Lean proof does not contain. The variance of \(s_n\) itself could be larger, because the increments fluctuate too.
